# C6 diverges as t^(−3/2) when a dipole-allowed mode of a finite response matrix goes soft

Near a response instability a computed C6 can become enormous, and without a scaling law it is hard to tell a property of the model from a poor frequency quadrature. For a finite, frequency-independent response matrix, the law derived here gives a quadrature something to be tested against.

Let M be a real symmetric positive semidefinite matrix, whose eigenvalues are squared mode frequencies, and let d be the vector of dipole couplings, scaled so that its squared component along a normalised mode is that mode's oscillator strength, not its squared transition dipole. No mode is unstable, but some may have zero frequency. A shift t > 0 raises every squared frequency equally while d stays fixed, so t is the squared frequency of the modes that go soft as t → 0.

```lean
import Mathlib

open Matrix Filter Topology MeasureTheory
open scoped Real

namespace DispersionInstability

variable {n : Type*} [Fintype n] [DecidableEq n] {M P : Matrix n n ℝ} {d y : n → ℝ}
```

At imaginary frequency u the polarizability is

a_t(u) = dᵀ(M + t + u²)⁻¹d.

In Lean `*ᵥ` applies a matrix to a vector and `⬝ᵥ` is the scalar product.

```lean
/-- Polarizability at imaginary frequency `u` for the response matrix `M` shifted by `t`,
with dipole vector `d`; its domain is where `M + t + u²` is nonsingular. -/
noncomputable def polarizability (M : Matrix n n ℝ) (d : n → ℝ) (t u : ℝ) : ℝ :=
  d ⬝ᵥ ((M + (t + u ^ 2) • (1 : Matrix n n ℝ))⁻¹ *ᵥ d)
```

For two identical systems, in atomic units and with a_t taken as the isotropic polarizability,

C6(t) = (3/π) ∫₀^∞ a_t(u)² du.

```lean
/-- The Casimir-Polder coefficient `C6 = (3/π) ∫ a(u)² du` over `u > 0` for two identical
systems with shifted response matrix `M + t`. -/
noncomputable def c6 (M : Matrix n n ℝ) (d : n → ℝ) (t : ℝ) : ℝ :=
  3 / π * ∫ u in Set.Ioi (0 : ℝ), polarizability M d t u ^ 2
```

The soft modes span ker M. Their orthogonal projector P is symmetric and idempotent, and Px = x exactly when Mx = 0.

```lean
/-- `P` is the orthogonal projector onto the kernel of `M`. -/
structure IsKernelProjector (M P : Matrix n n ℝ) : Prop where
  symm : P.IsSymm
  idem : P * P = P
  fix : ∀ x, P *ᵥ x = x ↔ M *ᵥ x = 0
```

## Separating the soft modes

Symmetry gives x·Mz = (Mx)·z.

```lean
omit [DecidableEq n] in
/-- A real symmetric matrix can be moved from one side of a scalar product to the other. -/
theorem dot_symm (hM : M.IsSymm) (x z : n → ℝ) : x ⬝ᵥ M *ᵥ z = (M *ᵥ x) ⬝ᵥ z := by
  rw [Matrix.dotProduct_mulVec, ← Matrix.mulVec_transpose, hM.eq]
```

If (M + s)v = 0 with s > 0, then v·Mv + s v·v = 0. Both terms are nonnegative, so v = 0 and the inverse exists.

```lean
/-- A positive semidefinite response matrix becomes nonsingular under any positive shift. -/
theorem shifted_det_ne_zero (hpos : ∀ x, 0 ≤ x ⬝ᵥ M *ᵥ x) {s : ℝ} (hs : 0 < s) :
    (M + s • (1 : Matrix n n ℝ)).det ≠ 0 := by
  intro h
  obtain ⟨v, hv, h0⟩ := Matrix.exists_mulVec_eq_zero_iff.2 h
  rw [Matrix.add_mulVec, Matrix.smul_mulVec, Matrix.one_mulVec] at h0
  have h1 : v ⬝ᵥ M *ᵥ v + s * (v ⬝ᵥ v) = 0 := by
    rw [← smul_eq_mul, ← dotProduct_smul, ← dotProduct_add, h0, dotProduct_zero]
  have h2 : 0 ≤ v ⬝ᵥ v := Finset.sum_nonneg fun i _ => mul_self_nonneg _
  have h3 : v ⬝ᵥ v ≠ 0 := fun h => hv (dotProduct_self_eq_zero.1 h)
  have h4 := mul_pos hs (lt_of_le_of_ne h2 h3.symm)
  linarith [hpos v]
```

The stable modes have a finite static response y. We have MP = 0, hence PM = 0. If (M + P)v = 0, applying P gives Pv = 0, then Mv = 0, so v = Pv = 0. Thus (M + P)y = d − Pd is solvable; applying P gives Py = 0, and My = d − Pd.

```lean
/-- For symmetric `M`, the part of the dipole vector outside the kernel has a finite static
response `y`. -/
theorem exists_static_response (hM : M.IsSymm) (hP : IsKernelProjector M P) (d : n → ℝ) :
    ∃ y, M *ᵥ y = d - P *ᵥ d := by
  have hPP : ∀ x, P *ᵥ (P *ᵥ x) = P *ᵥ x := fun x => by rw [Matrix.mulVec_mulVec, hP.idem]
  have hMP : ∀ x, M *ᵥ (P *ᵥ x) = 0 := fun x => (hP.fix _).1 (hPP x)
  have hPM : ∀ x, P *ᵥ (M *ᵥ x) = 0 := fun x => by
    apply dotProduct_self_eq_zero.1
    rw [← dot_symm hP.symm, ← dot_symm hM, hMP, dotProduct_zero]
  -- `M + P` is nonsingular, and its inverse supplies the response
  have hdet : (M + P).det ≠ 0 := by
    intro h
    obtain ⟨v, hv, h0⟩ := Matrix.exists_mulVec_eq_zero_iff.2 h
    rw [Matrix.add_mulVec] at h0
    have h1 : P *ᵥ v = 0 := by
      have h2 := congrArg (fun w => P *ᵥ w) h0
      simpa only [Matrix.mulVec_add, hPM, hPP, zero_add, Matrix.mulVec_zero] using h2
    rw [h1, add_zero] at h0
    exact hv (((hP.fix v).2 h0).symm.trans h1)
  obtain ⟨y, hy⟩ : ∃ y, (M + P) *ᵥ y = d - P *ᵥ d :=
    ⟨(M + P)⁻¹ *ᵥ (d - P *ᵥ d), by
      rw [Matrix.mulVec_mulVec, Matrix.mul_nonsing_inv _ (isUnit_iff_ne_zero.2 hdet),
        Matrix.one_mulVec]⟩
  rw [Matrix.add_mulVec] at hy
  have h1 : P *ᵥ y = 0 := by
    have h2 := congrArg (fun w => P *ᵥ w) hy
    simpa only [Matrix.mulVec_add, Matrix.mulVec_sub, hPM, hPP, zero_add, sub_self] using h2
  exact ⟨y, by rwa [h1, add_zero] at hy⟩
```

Put p = Pd, s = t + u², and solve (M + s)w = My. Since p·Mx = 0 for all x, p·w = 0. Therefore

(M + s)⁻¹d = p/s + w,
a_t(u) = ‖p‖²/s + r, r = My·w = w·Mw + s‖w‖² ≥ 0.

Expanding (y − w)·M(y − w) ≥ 0 and using w·Mw ≤ r gives r ≤ y·My. Also

‖My‖² = ‖Mw‖² + s w·Mw + s r ≥ s r.

In the code `hR` is the solved response, and `linarith` combines the inequalities.

```lean
/-- For symmetric positive semidefinite `M` and `t > 0`, the polarizability is a soft-mode
Lorentzian of strength `‖Pd‖²`, with `P` the kernel projector, plus a remainder `r ≥ 0`; both `r`
and `(t + u²) r` have upper bounds free of `t` and `u`. -/
theorem polarizability_split (hM : M.IsSymm) (hpos : ∀ x, 0 ≤ x ⬝ᵥ M *ᵥ x)
    (hP : IsKernelProjector M P) (hy : M *ᵥ y = d - P *ᵥ d) {t : ℝ} (ht : 0 < t) (u : ℝ) :
    ∃ r, polarizability M d t u = (P *ᵥ d) ⬝ᵥ (P *ᵥ d) / (t + u ^ 2) + r ∧ 0 ≤ r ∧
      r ≤ y ⬝ᵥ M *ᵥ y ∧ (t + u ^ 2) * r ≤ (M *ᵥ y) ⬝ᵥ (M *ᵥ y) := by
  have hs : 0 < t + u ^ 2 := by positivity
  unfold polarizability
  generalize t + u ^ 2 = s at hs ⊢
  have hu := isUnit_iff_ne_zero.2 (shifted_det_ne_zero hpos hs)
  have hsh : ∀ x, (M + s • (1 : Matrix n n ℝ)) *ᵥ x = M *ᵥ x + s • x := fun x => by
    rw [Matrix.add_mulVec, Matrix.smul_mulVec, Matrix.one_mulVec]
  have hsq : ∀ x : n → ℝ, 0 ≤ x ⬝ᵥ x := fun x => Finset.sum_nonneg fun i _ => mul_self_nonneg _
  have hMp : M *ᵥ (P *ᵥ d) = 0 := (hP.fix _).1 (by rw [Matrix.mulVec_mulVec, hP.idem])
  have hd : d = P *ᵥ d + M *ᵥ y := by rw [hy]; abel
  generalize P *ᵥ d = p at hMp hd ⊢
  -- `w` is the response of the stable modes
  obtain ⟨w, hw⟩ : ∃ w, M *ᵥ w + s • w = M *ᵥ y :=
    ⟨(M + s • (1 : Matrix n n ℝ))⁻¹ *ᵥ (M *ᵥ y), by
      rw [← hsh, Matrix.mulVec_mulVec, Matrix.mul_nonsing_inv _ hu, Matrix.one_mulVec]⟩
  have hpM : ∀ x, p ⬝ᵥ M *ᵥ x = 0 := fun x => by rw [dot_symm hM, hMp, zero_dotProduct]
  have hpw : p ⬝ᵥ w = 0 := by
    have h := hpM y
    rw [← hw, dotProduct_add, hpM, zero_add, dotProduct_smul, smul_eq_mul] at h
    exact (mul_eq_zero.1 h).resolve_left hs.ne'
  have hR : (M + s • (1 : Matrix n n ℝ))⁻¹ *ᵥ d = s⁻¹ • p + w := by
    have h : (M + s • (1 : Matrix n n ℝ)) *ᵥ (s⁻¹ • p + w) = d := by
      rw [hsh, Matrix.mulVec_add, Matrix.mulVec_smul, hMp, smul_add, smul_smul,
        mul_inv_cancel₀ hs.ne', one_smul, smul_zero, hd, ← hw]
      abel
    rw [← h, Matrix.mulVec_mulVec, Matrix.nonsing_inv_mul _ hu, Matrix.one_mulVec]
  have hr : (M *ᵥ y) ⬝ᵥ w = w ⬝ᵥ M *ᵥ w + s * (w ⬝ᵥ w) := by
    rw [← hw, add_dotProduct, smul_dotProduct, smul_eq_mul, dotProduct_comm (M *ᵥ w) w]
  have hww := mul_nonneg hs.le (hsq w)
  refine ⟨(M *ᵥ y) ⬝ᵥ w, ?_, ?_, ?_, ?_⟩
  · rw [hR, hd, add_dotProduct, dotProduct_add, dotProduct_add, dotProduct_smul,
      dotProduct_smul, hpw, dotProduct_comm (M *ᵥ y) p, hpM, smul_eq_mul, smul_eq_mul]
    ring
  · linarith [hpos w]
  · have he := hpos (y - w)
    rw [Matrix.mulVec_sub, sub_dotProduct, dotProduct_sub, dotProduct_sub,
      dot_symm hM y w, dotProduct_comm w (M *ᵥ y)] at he
    linarith
  · have h1 : (M *ᵥ y) ⬝ᵥ (M *ᵥ y) = (M *ᵥ y) ⬝ᵥ (M *ᵥ w) + s * ((M *ᵥ y) ⬝ᵥ w) := by
      rw [← smul_eq_mul, ← dotProduct_smul, ← dotProduct_add, hw]
    have h2 : (M *ᵥ y) ⬝ᵥ (M *ᵥ w) = (M *ᵥ w) ⬝ᵥ (M *ᵥ w) + s * (w ⬝ᵥ M *ᵥ w) := by
      rw [← hw, add_dotProduct, smul_dotProduct, smul_eq_mul]
    linarith [hsq (M *ᵥ w), mul_nonneg hs.le (hpos w)]
```

## The frequency integral

For k > 0, the antiderivatives

arctan(u/k)/k and [u/(k²+u²) + arctan(u/k)/k]/(2k²)

give ∫₀^∞ du/(k²+u²) = π/(2k) and ∫₀^∞ du/(k²+u²)² = π/(4k³).

```lean
/-- For `k > 0`, the Lorentzian `1/(k²+u²)` and its square are integrable over `u > 0`, with
integrals `π/(2k)` and `π/(4k³)`. -/
theorem lorentzian_integrals {k : ℝ} (hk : 0 < k) :
    (Integrable (fun u : ℝ => 1 / (k ^ 2 + u ^ 2)) (volume.restrict (Set.Ioi 0)) ∧
      ∫ u in Set.Ioi (0 : ℝ), 1 / (k ^ 2 + u ^ 2) = π / (2 * k)) ∧
    (Integrable (fun u : ℝ => 1 / (k ^ 2 + u ^ 2) ^ 2) (volume.restrict (Set.Ioi 0)) ∧
      ∫ u in Set.Ioi (0 : ℝ), 1 / (k ^ 2 + u ^ 2) ^ 2 = π / (4 * k ^ 3)) := by
  have hs : ∀ u : ℝ, k ^ 2 + u ^ 2 ≠ 0 := fun u => by positivity
  have l1 : Tendsto (fun u : ℝ => Real.arctan (u / k) / k) atTop (𝓝 (π / 2 / k)) :=
    ((Real.tendsto_arctan_atTop.mono_right nhdsWithin_le_nhds).comp
      (tendsto_id.atTop_div_const hk)).div_const k
  have l0 : Tendsto (fun u : ℝ => u / (k ^ 2 + u ^ 2)) atTop (𝓝 0) := by
    refine squeeze_zero' ((eventually_ge_atTop 0).mono fun u hu => by positivity)
      ((eventually_gt_atTop 0).mono fun u hu => ?_) tendsto_inv_atTop_zero
    rw [inv_eq_one_div, div_le_div_iff₀ (by positivity) hu]
    nlinarith [sq_nonneg k]
  have l2 := (l0.add l1).div_const (2 * k ^ 2)
  -- antiderivatives
  have d1 : ∀ u : ℝ, HasDerivAt (fun x : ℝ => Real.arctan (x / k) / k)
      (1 / (k ^ 2 + u ^ 2)) u := fun u => by
    have h : HasDerivAt (fun x : ℝ => x / k) (1 / k) u := (hasDerivAt_id u).div_const k
    refine (h.arctan.div_const k).congr_deriv ?_
    have := hs u
    field_simp
  have d2 : ∀ u : ℝ, HasDerivAt
      (fun x : ℝ => (x / (k ^ 2 + x ^ 2) + Real.arctan (x / k) / k) / (2 * k ^ 2))
      (1 / (k ^ 2 + u ^ 2) ^ 2) u := fun u => by
    have h : HasDerivAt (fun x : ℝ => k ^ 2 + x ^ 2) (2 * u) u := by
      simpa using (hasDerivAt_pow 2 u).const_add (k ^ 2)
    refine ((((hasDerivAt_id' u).fun_div h (hs u)).fun_add (d1 u)).div_const _).congr_deriv ?_
    have := hs u
    field_simp
    ring
  refine ⟨⟨integrableOn_Ioi_deriv_of_nonneg' (fun u _ => d1 u) (fun u _ => by positivity) l1,
    (integral_Ioi_of_hasDerivAt_of_nonneg' (fun u _ => d1 u)
      (fun u _ => by positivity) l1).trans ?_⟩,
    ⟨integrableOn_Ioi_deriv_of_nonneg' (fun u _ => d2 u) (fun u _ => by positivity) l2,
    (integral_Ioi_of_hasDerivAt_of_nonneg' (fun u _ => d2 u)
      (fun u _ => by positivity) l2).trans ?_⟩⟩
  · simp only [zero_div, Real.arctan_zero, sub_zero]
    ring
  · simp only [zero_div, Real.arctan_zero, sub_zero, add_zero, zero_add]
    ring
```

Let F = ‖p‖², K = y·My, N = ‖My‖² and t = k². Then

a_t² = F²/s² + r(2F + sr)/s,
F²/s² ≤ a_t² ≤ F²/s² + K(2F + N)/s.

Integrating and multiplying by 3k³/π,

(3/4)F² ≤ k³C6(k²) ≤ (3/4)F² + (3/2)K(2F + N)k².

Continuity of a_t and the upper bound supply integrability.

```lean
/-- For symmetric positive semidefinite `M` with kernel projector `P`, and soft-mode frequency
`k > 0` (shift `k²`), `k³ C6(k²)` exceeds `(3/4)‖Pd‖⁴` by at most an explicit constant times `k²`,
and never falls below it. -/
theorem c6_bounds (hM : M.IsSymm) (hpos : ∀ x, 0 ≤ x ⬝ᵥ M *ᵥ x)
    (hP : IsKernelProjector M P) (hy : M *ᵥ y = d - P *ᵥ d) {k : ℝ} (hk : 0 < k) :
    3 / 4 * ((P *ᵥ d) ⬝ᵥ (P *ᵥ d)) ^ 2 ≤ k ^ 3 * c6 M d (k ^ 2) ∧
    k ^ 3 * c6 M d (k ^ 2) ≤ 3 / 4 * ((P *ᵥ d) ⬝ᵥ (P *ᵥ d)) ^ 2 +
      3 / 2 * ((y ⬝ᵥ M *ᵥ y) *
        (2 * ((P *ᵥ d) ⬝ᵥ (P *ᵥ d)) + (M *ᵥ y) ⬝ᵥ (M *ᵥ y))) * k ^ 2 := by
  obtain ⟨⟨i1, e1⟩, i2, e2⟩ := lorentzian_integrals hk
  have hsplit := polarizability_split hM hpos hP hy (pow_pos hk 2)
  have hF : 0 ≤ (P *ᵥ d) ⬝ᵥ (P *ᵥ d) := Finset.sum_nonneg fun i _ => mul_self_nonneg _
  generalize (P *ᵥ d) ⬝ᵥ (P *ᵥ d) = F at hsplit hF ⊢
  generalize y ⬝ᵥ M *ᵥ y = K at hsplit ⊢
  generalize (M *ᵥ y) ⬝ᵥ (M *ᵥ y) = N at hsplit ⊢
  have hx : ∀ s r : ℝ, 0 < s →
      (F / s + r) ^ 2 = F ^ 2 * (1 / s ^ 2) + r * (2 * F + s * r) * (1 / s) := fun s r hs => by
    linear_combination (-(r ^ 2)) * (mul_inv_cancel₀ hs.ne')
  -- pointwise bounds on the squared polarizability
  have hpt : ∀ u, F ^ 2 * (1 / (k ^ 2 + u ^ 2) ^ 2) ≤ polarizability M d (k ^ 2) u ^ 2 ∧
      polarizability M d (k ^ 2) u ^ 2 ≤ F ^ 2 * (1 / (k ^ 2 + u ^ 2) ^ 2) +
        K * (2 * F + N) * (1 / (k ^ 2 + u ^ 2)) := fun u => by
    obtain ⟨r, hr, h0, hK, hN⟩ := hsplit u
    have hs : 0 < k ^ 2 + u ^ 2 := by positivity
    rw [hr, hx _ r hs]
    have h1 : 0 ≤ r * (2 * F + (k ^ 2 + u ^ 2) * r) * (1 / (k ^ 2 + u ^ 2)) := by positivity
    have h2 : r * (2 * F + (k ^ 2 + u ^ 2) * r) ≤ K * (2 * F + N) :=
      mul_le_mul hK (by linarith) (by positivity) (h0.trans hK)
    have h3 := mul_le_mul_of_nonneg_right h2 (one_div_pos.2 hs).le
    exact ⟨by linarith, by linarith⟩
  -- the polarizability is continuous in the frequency
  have hc : Continuous (polarizability M d (k ^ 2)) := by
    have hA : Continuous fun u : ℝ => M + (k ^ 2 + u ^ 2) • (1 : Matrix n n ℝ) :=
      continuous_const.add
        ((by fun_prop : Continuous fun u : ℝ => k ^ 2 + u ^ 2).smul continuous_const)
    have hI : Continuous fun u : ℝ => (M + (k ^ 2 + u ^ 2) • (1 : Matrix n n ℝ))⁻¹ := by
      simp only [Matrix.inv_def, Ring.inverse_eq_inv']
      exact (hA.matrix_det.inv₀ fun u => shifted_det_ne_zero hpos (by positivity)).smul
        hA.matrix_adjugate
    unfold polarizability
    simp only [dotProduct, Matrix.mulVec]
    exact continuous_finsetSum _ fun i _ => continuous_const.mul
      (continuous_finsetSum _ fun j _ => (hI.matrix_elem i j).mul continuous_const)
  have ig : Integrable (fun u : ℝ => F ^ 2 * (1 / (k ^ 2 + u ^ 2) ^ 2) +
      K * (2 * F + N) * (1 / (k ^ 2 + u ^ 2))) (volume.restrict (Set.Ioi 0)) :=
    (i2.const_mul _).add (i1.const_mul _)
  have ia : Integrable (fun u => polarizability M d (k ^ 2) u ^ 2)
      (volume.restrict (Set.Ioi 0)) :=
    ig.mono' (hc.pow 2).aestronglyMeasurable (ae_of_all _ fun u => by
      rw [Real.norm_of_nonneg (sq_nonneg _)]
      exact (hpt u).2)
  have lo := integral_mono (i2.const_mul (F ^ 2)) ia fun u => (hpt u).1
  have up := integral_mono ia ig fun u => (hpt u).2
  rw [integral_const_mul, e2] at lo
  rw [integral_add (i2.const_mul _) (i1.const_mul _), integral_const_mul, integral_const_mul,
    e1, e2] at up
  have hc0 : 0 ≤ k ^ 3 * (3 / π) := by positivity
  have lo' := mul_le_mul_of_nonneg_left lo hc0
  have up' := mul_le_mul_of_nonneg_left up hc0
  have q1 : k ^ 3 * (3 / π) * (F ^ 2 * (π / (4 * k ^ 3))) = 3 / 4 * F ^ 2 := by
    field_simp
  have q2 : k ^ 3 * (3 / π) * (K * (2 * F + N) * (π / (2 * k))) =
      3 / 2 * (K * (2 * F + N)) * k ^ 2 := by
    field_simp
  rw [q1] at lo'
  rw [mul_add, q1, q2] at up'
  unfold c6
  rw [← mul_assoc]
  exact ⟨lo', up'⟩
```

With k = √t, squeezing gives

t^(3/2) C6(t) → (3/4)‖Pd‖⁴ as t → 0⁺.

Lean writes ‖Pd‖⁴ as the square of `(P *ᵥ d) ⬝ᵥ (P *ᵥ d)`, and `𝓝[>] 0` is the approach from above. The exponent needs its type in `(3 / 2 : ℝ)`: read as natural-number division it would be 1, and t·C6(t) diverges whenever Pd ≠ 0.

```lean
/-- For symmetric positive semidefinite `M` with kernel projector `P`, `t^(3/2) C6(t)` tends
to `(3/4)‖Pd‖⁴` as the shift `t` tends to zero from above. -/
theorem c6_instability_limit (hM : M.IsSymm) (hpos : ∀ x, 0 ≤ x ⬝ᵥ M *ᵥ x)
    (hP : IsKernelProjector M P) (d : n → ℝ) :
    Tendsto (fun t : ℝ => t ^ (3 / 2 : ℝ) * c6 M d t) (𝓝[>] 0)
      (𝓝 (3 / 4 * ((P *ᵥ d) ⬝ᵥ (P *ᵥ d)) ^ 2)) := by
  obtain ⟨y, hy⟩ := exists_static_response hM hP d
  have key : ∀ t : ℝ, 0 < t → _ := fun t ht =>
    c6_bounds hM hpos hP hy (Real.sqrt_pos.2 ht)
  have hpow : ∀ t : ℝ, 0 < t → t ^ (3 / 2 : ℝ) = √t ^ 3 := fun t ht => by
    rw [Real.sqrt_eq_rpow, ← Real.rpow_natCast, ← Real.rpow_mul ht.le]
    norm_num
  have hup : Tendsto (fun t : ℝ => 3 / 4 * ((P *ᵥ d) ⬝ᵥ (P *ᵥ d)) ^ 2 +
      3 / 2 * ((y ⬝ᵥ M *ᵥ y) * (2 * ((P *ᵥ d) ⬝ᵥ (P *ᵥ d)) + (M *ᵥ y) ⬝ᵥ (M *ᵥ y))) * t)
      (𝓝[>] 0) (𝓝 (3 / 4 * ((P *ᵥ d) ⬝ᵥ (P *ᵥ d)) ^ 2)) := by
    have hl : ∀ a b : ℝ, Tendsto (fun t : ℝ => a + b * t) (𝓝[>] 0) (𝓝 a) := fun a b => by
      have hc : Continuous fun t : ℝ => a + b * t := by fun_prop
      have h : Tendsto (fun t : ℝ => a + b * t) (𝓝 0) (𝓝 (a + b * 0)) := hc.tendsto 0
      rw [mul_zero, add_zero] at h
      exact h.mono_left nhdsWithin_le_nhds
    exact hl _ _
  refine tendsto_of_tendsto_of_tendsto_of_le_of_le' tendsto_const_nhds hup ?_ ?_
  · filter_upwards [self_mem_nhdsWithin] with t ht
    have h := (key t ht).1
    rwa [Real.sq_sqrt (le_of_lt ht), ← hpow t ht] at h
  · filter_upwards [self_mem_nhdsWithin] with t ht
    have h := (key t ht).2
    rwa [Real.sq_sqrt (le_of_lt ht), ← hpow t ht] at h
```

## Only a dipole-allowed mode causes divergence

If Pd = 0, then a_t = r and (1 + u²)r ≤ r + sr ≤ K + N, so

C6(t) ≤ (3/4)(K + N)² for every t > 0.

```lean
/-- For symmetric positive semidefinite `M`, if the dipole vector has no kernel component,
`C6` has an explicit bound that holds for every shift `t > 0`. -/
theorem c6_le_of_forbidden (hM : M.IsSymm) (hpos : ∀ x, 0 ≤ x ⬝ᵥ M *ᵥ x)
    (hP : IsKernelProjector M P) (hy : M *ᵥ y = d - P *ᵥ d) (h0 : P *ᵥ d = 0)
    {t : ℝ} (ht : 0 < t) :
    c6 M d t ≤ 3 / 4 * (y ⬝ᵥ M *ᵥ y + (M *ᵥ y) ⬝ᵥ (M *ᵥ y)) ^ 2 := by
  obtain ⟨-, i2, e2⟩ := lorentzian_integrals one_pos
  have hsplit := polarizability_split hM hpos hP hy ht
  rw [h0, zero_dotProduct] at hsplit
  generalize y ⬝ᵥ M *ᵥ y = K at hsplit ⊢
  generalize (M *ᵥ y) ⬝ᵥ (M *ᵥ y) = N at hsplit ⊢
  have hpt : ∀ u, polarizability M d t u ^ 2 ≤
      (K + N) ^ 2 * (1 / ((1 : ℝ) ^ 2 + u ^ 2) ^ 2) := fun u => by
    obtain ⟨r, hr, hr0, hK, hN⟩ := hsplit u
    have h1 : r ≤ (K + N) / ((1 : ℝ) ^ 2 + u ^ 2) := by
      rw [le_div_iff₀ (by positivity)]
      nlinarith [mul_nonneg ht.le hr0]
    rw [hr, zero_div, zero_add, mul_one_div, ← div_pow]
    exact pow_le_pow_left₀ hr0 h1 2
  have h := integral_mono_of_nonneg (ae_of_all _ fun u => sq_nonneg (polarizability M d t u))
    (i2.const_mul ((K + N) ^ 2)) (ae_of_all _ hpt)
  rw [integral_const_mul, e2] at h
  have h' := mul_le_mul_of_nonneg_left h (by positivity : 0 ≤ 3 / π)
  have q : 3 / π * ((K + N) ^ 2 * (π / (4 * 1 ^ 3))) = 3 / 4 * (K + N) ^ 2 := by
    field_simp
  rw [q] at h'
  exact h'
```

If Pd ≠ 0, the lower bound C6(t) ≥ (3/4)F²/t^(3/2) forces divergence. Hence C6 → ∞ exactly when Pd ≠ 0.

```lean
/-- For symmetric positive semidefinite `M`, `C6` diverges as the shift tends to zero from
above exactly when the dipole vector has a component in the kernel of `M`. -/
theorem c6_diverges_iff (hM : M.IsSymm) (hpos : ∀ x, 0 ≤ x ⬝ᵥ M *ᵥ x)
    (hP : IsKernelProjector M P) (d : n → ℝ) :
    Tendsto (c6 M d) (𝓝[>] 0) atTop ↔ P *ᵥ d ≠ 0 := by
  obtain ⟨y, hy⟩ := exists_static_response hM hP d
  constructor
  · intro h h0
    obtain ⟨t, h1, ht⟩ := ((h.eventually_gt_atTop
      (3 / 4 * (y ⬝ᵥ M *ᵥ y + (M *ᵥ y) ⬝ᵥ (M *ᵥ y)) ^ 2)).and self_mem_nhdsWithin).exists
    exact not_lt_of_ge (c6_le_of_forbidden hM hpos hP hy h0 ht) h1
  · intro h0
    have hF : (P *ᵥ d) ⬝ᵥ (P *ᵥ d) ≠ 0 := fun h => h0 (dotProduct_self_eq_zero.1 h)
    have hc : 0 < 3 / 4 * ((P *ᵥ d) ⬝ᵥ (P *ᵥ d)) ^ 2 := by positivity
    have hz : Tendsto (fun t : ℝ => √t ^ 3) (𝓝[>] 0) (𝓝[>] 0) := by
      refine tendsto_nhdsWithin_iff.2 ⟨?_, ?_⟩
      · have h : Tendsto (fun t : ℝ => √t ^ 3) (𝓝 0) (𝓝 (√(0 : ℝ) ^ 3)) :=
          (Real.continuous_sqrt.pow 3).tendsto 0
        rw [Real.sqrt_zero, zero_pow three_ne_zero] at h
        exact h.mono_left nhdsWithin_le_nhds
      · filter_upwards [self_mem_nhdsWithin] with t ht
        exact pow_pos (Real.sqrt_pos.2 ht) 3
    refine tendsto_atTop_mono' _ ?_ ((tendsto_inv_nhdsGT_zero.comp hz).const_mul_atTop hc)
    filter_upwards [self_mem_nhdsWithin] with t ht
    have h := (c6_bounds hM hpos hP hy (Real.sqrt_pos.2 ht)).1
    rw [Real.sq_sqrt (le_of_lt ht), mul_comm (√t ^ 3)] at h
    exact (div_le_iff₀ (pow_pos (Real.sqrt_pos.2 ht) 3)).2 h
```

The symmetry of P matters. Take M = diag(1, 0), d = (1, 0) and the oblique projector P with rows (0, 0) and (1, 1). It is idempotent and fixes exactly ker M, and Pd = (0, 1) ≠ 0, yet a_t = 1/(1 + t + u²) and C6 stays bounded.

Two coupled modes satisfy every hypothesis: M has rows (1, −1) and (−1, 1), and d = (1, 0) gives Pd = (1/2, 1/2), so the limit is 3/16.

```lean
/-- Two coupled modes with a soft symmetric combination meet all the hypotheses, and a dipole
on the first mode has a nonzero kernel component. -/
theorem soft_mode_witness :
    (!![1, -1; -1, 1] : Matrix (Fin 2) (Fin 2) ℝ).IsSymm ∧
    (∀ x : Fin 2 → ℝ, 0 ≤ x ⬝ᵥ !![1, -1; -1, 1] *ᵥ x) ∧
    IsKernelProjector (!![1, -1; -1, 1] : Matrix (Fin 2) (Fin 2) ℝ)
      !![1 / 2, 1 / 2; 1 / 2, 1 / 2] ∧
    (!![1 / 2, 1 / 2; 1 / 2, 1 / 2] : Matrix (Fin 2) (Fin 2) ℝ) *ᵥ ![1, 0] ≠ 0 := by
  refine ⟨?_, fun x => ?_, ⟨?_, ?_, fun x => ?_⟩, fun h => ?_⟩
  · ext i j
    fin_cases i <;> fin_cases j <;> simp
  · simp [Matrix.mulVec, dotProduct, Fin.sum_univ_two]
    nlinarith [sq_nonneg (x 0 - x 1)]
  · ext i j
    fin_cases i <;> fin_cases j <;> simp
  · ext i j
    fin_cases i <;> fin_cases j <;> norm_num [Matrix.mul_apply, Fin.sum_univ_two]
  · simp only [funext_iff, Fin.forall_fin_two, Matrix.mulVec, dotProduct, Fin.sum_univ_two]
    simp
    constructor <;> rintro ⟨h1, h2⟩ <;> constructor <;> linarith
  · have h1 := congrFun h 0
    norm_num [Matrix.mulVec, dotProduct, Fin.sum_univ_two] at h1

end DispersionInstability
```

```lean
#print axioms DispersionInstability.c6_instability_limit
-- 'DispersionInstability.c6_instability_limit' depends on axioms: [propext, Classical.choice, Quot.sound]
#print axioms DispersionInstability.c6_diverges_iff
-- 'DispersionInstability.c6_diverges_iff' depends on axioms: [propext, Classical.choice, Quot.sound]
```
